# Inverses of strictly diagonally dominant matrices are bounded entrywise by the inverse of the comparison matrix

## Interference and the Green's function

An estimate of a Green's function made at one magnetic flux can fail at another. On a ring, an electron reaches a distant site by two routes whose amplitudes interfere, and a change of flux alters the phases of the hoppings and with them the interference. If the hoppings enter both the condition for a bound and its value only through their strengths, and not their phases, the bound holds at every flux.

Take a non-interacting tight-binding model on finitely many sites, with on-site energies $\varepsilon_i$ and hopping amplitudes $t_{ij}$. At energy $z$ its Green's function is $A^{-1}$, where $A = z - H$ has entries $A_{ii} = z-\varepsilon_i$ and $A_{ij} = -t_{ij}$ for $i\neq j$. Let
$$R_i=\sum_{j\ne i}|A_{ij}|$$
be the total hopping strength in row $i$. If $|A_{ii}|>R_i$ at every site, so that the detuning exceeds the total hopping strength, a bound independent of all phases exists.

## The statement and its Lean form

The comparison matrix $M$ has diagonal entries $|A_{ii}|$ and off-diagonal entries $-|A_{ij}|$. Under the condition above, $A$ and $M$ are invertible and
$$|(A^{-1})_{ij}|\le (M^{-1})_{ij}\qquad\text{for all } i,j.$$
Changing the phases of the entries of $A$ leaves $M$, and hence the right-hand side, unchanged.

In Lean, the finite type `n` labels the sites, and `A : Matrix n n ℂ` is any complex matrix, Hermitian or not. `offDiagSum A i` is $R_i$, `comparison A` is the real matrix $M$, and `*ᵥ` is a matrix acting on a vector. `IsDominant A` is the condition $R_i<|A_{ii}|$ in every row; many textbooks call this strict dominance and let plain "dominance" include equality. Equality in all rows would not suffice: the $2\times2$ matrix with all entries 1 is singular.

The main theorem is `norm_inv_le_comparison_inv`. Its conclusion includes `IsUnit A` and `IsUnit (comparison A)`, so both inverses are genuine; Lean assigns the value zero to the inverse of a singular matrix.

Two further theorems concern the size and the sharpness of the bound. `row_sum_inv_le` says that if $R_i+\delta\le|A_{ii}|$ in every row, with $\delta>0$, then $\sum_j|(A^{-1})_{ij}|\le1/\delta$. `comparison_attains_bound` says that $M$, read as a complex matrix, is its own comparison matrix and gives equality in every entry.

The identification $A=z-H$ is the physical step that the theorems leave to the reader: they speak of a matrix, and whether a given system at a given energy satisfies the dominance condition must be checked separately. For a uniform ring of at least three sites with nearest-neighbour hopping $t$, it reads $|z-\varepsilon|>2|t|$, which excludes real energies inside the band. The bound concerns propagation at fixed energy, not evolution in time.

## A minimum principle for the comparison matrix

For a real vector $v$,
$$(Mv)_i=|A_{ii}|v_i-\sum_{j\ne i}|A_{ij}|v_j .$$
Suppose $Mv\ge0$ in every component, but some component of $v$ is negative. Let $v_k$ be the smallest component, so $v_k<0$ and $v_j\ge v_k$ for all $j$. Then
$$(Mv)_k\le|A_{kk}|v_k-R_kv_k=(|A_{kk}|-R_k)v_k<0,$$
a contradiction. Hence $Mv\ge0$ implies $v\ge0$.

## From sources to responses

For a complex vector $x$, write $|x|$ for the vector of moduli. Since $A_{ii}x_i=(Ax)_i-\sum_{j\ne i}A_{ij}x_j$, the triangle inequality gives
$$|A_{ii}||x_i|\le|(Ax)_i|+\sum_{j\ne i}|A_{ij}||x_j|,$$
that is, $(M|x|)_i\le|(Ax)_i|$.

Now let $y$ be a real vector with $|(Ax)_i|\le(My)_i$ for all $i$. Then
$$(M(y-|x|))_i\ge|(Ax)_i|-(M|x|)_i\ge0,$$
and the minimum principle gives $|x_i|\le y_i$. A source bounded by $My$ produces a response bounded by $y$.

## Invertibility and the entrywise bound

If $Ax=0$, the response bound with $y=0$ gives $x=0$, so $A$ is invertible. If $Mv=0$, the minimum principle applies to both $v$ and $-v$, so $v=0$ and $M$ is invertible.

Fix $j$ and set $x_k=(A^{-1})_{kj}$ and $y_k=(M^{-1})_{kj}$. Both $(Ax)_k$ and $(My)_k$ equal the identity-matrix entry $I_{kj}$, which is 0 or 1. Thus $|(Ax)_k|=(My)_k$, and the response bound gives the claim. In particular, the entries of $M^{-1}$ are nonnegative.

## Row sums and equality

Suppose the gap $|A_{ii}|-R_i$ is at least $\delta>0$ in every row. Put $c=1/\delta$, let $\mathbf 1$ be the vector of ones, and let $u=M^{-1}\mathbf 1$. Then
$$(M(c\mathbf 1-u))_i=(|A_{ii}|-R_i)c-1\ge\delta c-1=0,$$
so $u_i\le c$. Therefore
$$\sum_j|(A^{-1})_{ij}|\le\sum_j(M^{-1})_{ij}=u_i\le\frac1\delta .$$

For equality, take $M$ itself as the complex matrix. Its entries have the same moduli as those of $A$, so its comparison matrix is again $M$. The entries of $M^{-1}$ are nonnegative and hence equal their moduli.

## The Lean development

```lean
import Mathlib

open Matrix

namespace ComparisonMatrix

variable {n : Type*} [Fintype n] [DecidableEq n]

/-- The total hopping strength into site `i`: the sum of the moduli of the off-diagonal entries in
row `i`. -/
noncomputable def offDiagSum (A : Matrix n n ℂ) (i : n) : ℝ :=
  ∑ j ∈ Finset.univ.erase i, ‖A i j‖

/-- Strict diagonal dominance: in every row the modulus of the diagonal entry exceeds the
total hopping strength. -/
def IsDominant (A : Matrix n n ℂ) : Prop :=
  ∀ i, offDiagSum A i < ‖A i i‖

/-- The comparison matrix: moduli on the diagonal, and minus the moduli off the diagonal. -/
noncomputable def comparison (A : Matrix n n ℂ) : Matrix n n ℝ :=
  Matrix.of fun i j => if i = j then ‖A i j‖ else -‖A i j‖

/-- The action of the comparison matrix on a real vector, split into the on-site term and
the hopping terms. -/
theorem comparison_mulVec (A : Matrix n n ℂ) (v : n → ℝ) (i : n) :
    (comparison A *ᵥ v) i =
      ‖A i i‖ * v i - ∑ j ∈ Finset.univ.erase i, ‖A i j‖ * v j := by
  have h : ∀ j ∈ Finset.univ.erase i, comparison A i j * v j = -(‖A i j‖ * v j) := by
    intro j hj
    have hij : i ≠ j := (Finset.ne_of_mem_erase hj).symm
    simp [comparison, hij]
  have hd : comparison A i i = ‖A i i‖ := by simp [comparison]
  have hs : comparison A i i * v i + ∑ j ∈ Finset.univ.erase i, comparison A i j * v j
      = (comparison A *ᵥ v) i :=
    Finset.add_sum_erase Finset.univ (fun j => comparison A i j * v j) (Finset.mem_univ i)
  rw [← hs, Finset.sum_congr rfl h, Finset.sum_neg_distrib, hd]
  ring

/-- Minimum principle: for a strictly diagonally dominant `A`, a real vector that the
comparison matrix sends to a nonnegative source is itself nonnegative. -/
theorem minimum_principle {A : Matrix n n ℂ} (hA : IsDominant A) {v : n → ℝ}
    (hv : ∀ i, 0 ≤ (comparison A *ᵥ v) i) (i : n) : 0 ≤ v i := by
  -- look at the site where `v` is smallest
  obtain ⟨k, -, hk⟩ := Finset.exists_min_image Finset.univ v ⟨i, Finset.mem_univ i⟩
  by_contra hi
  have hneg : v k < 0 := lt_of_le_of_lt (hk i (Finset.mem_univ i)) (not_le.mp hi)
  have hsum : offDiagSum A k * v k ≤ ∑ j ∈ Finset.univ.erase k, ‖A k j‖ * v j := by
    rw [offDiagSum, Finset.sum_mul]
    exact Finset.sum_le_sum fun j _ =>
      mul_le_mul_of_nonneg_left (hk j (Finset.mem_univ j)) (norm_nonneg _)
  have h := hv k
  rw [comparison_mulVec] at h
  have hlt := mul_neg_of_pos_of_neg (sub_pos.mpr (hA k)) hneg
  nlinarith

/-- For any complex matrix `A` and vector `x`, the comparison matrix acting on the moduli
of `x` is bounded, site by site, by the modulus of `A x`. -/
theorem comparison_mulVec_norm_le (A : Matrix n n ℂ) (x : n → ℂ) (i : n) :
    (comparison A *ᵥ fun j => ‖x j‖) i ≤ ‖(A *ᵥ x) i‖ := by
  rw [comparison_mulVec]
  have hs : A i i * x i + ∑ j ∈ Finset.univ.erase i, A i j * x j = (A *ᵥ x) i :=
    Finset.add_sum_erase Finset.univ (fun j => A i j * x j) (Finset.mem_univ i)
  have h1 : ‖∑ j ∈ Finset.univ.erase i, A i j * x j‖
      ≤ ∑ j ∈ Finset.univ.erase i, ‖A i j‖ * ‖x j‖ :=
    (norm_sum_le _ _).trans_eq (Finset.sum_congr rfl fun j _ => norm_mul _ _)
  have h2 : ‖A i i‖ * ‖x i‖
      ≤ ‖(A *ᵥ x) i‖ + ‖∑ j ∈ Finset.univ.erase i, A i j * x j‖ := by
    have h := norm_sub_le (A i i * x i + ∑ j ∈ Finset.univ.erase i, A i j * x j)
      (∑ j ∈ Finset.univ.erase i, A i j * x j)
    rwa [add_sub_cancel_right, hs, norm_mul] at h
  linarith

/-- Response bound: for a strictly diagonally dominant `A`, if the source `A x` is bounded in
modulus by the source `M y` of the comparison matrix `M`, then `x` is bounded in modulus
by `y`. -/
theorem response_bound {A : Matrix n n ℂ} (hA : IsDominant A) {x : n → ℂ} {y : n → ℝ}
    (h : ∀ i, ‖(A *ᵥ x) i‖ ≤ (comparison A *ᵥ y) i) (i : n) : ‖x i‖ ≤ y i := by
  have key := minimum_principle hA (v := y - fun j => ‖x j‖) (fun k => by
    rw [Matrix.mulVec_sub, Pi.sub_apply]
    linarith [h k, comparison_mulVec_norm_le A x k]) i
  simp only [Pi.sub_apply] at key
  linarith

/-- A strictly diagonally dominant matrix and its comparison matrix are both invertible. -/
theorem isUnit_of_dominant {A : Matrix n n ℂ} (hA : IsDominant A) :
    IsUnit A ∧ IsUnit (comparison A) := by
  constructor
  · rw [Matrix.isUnit_iff_isUnit_det, isUnit_iff_ne_zero]
    intro hdet
    obtain ⟨x, hx, h0⟩ := Matrix.exists_mulVec_eq_zero_iff.mpr hdet
    apply hx
    funext i
    have h := response_bound hA (x := x) (y := 0) (fun k => by simp [h0]) i
    simpa using h
  · rw [Matrix.isUnit_iff_isUnit_det, isUnit_iff_ne_zero]
    intro hdet
    obtain ⟨v, hv, h0⟩ := Matrix.exists_mulVec_eq_zero_iff.mpr hdet
    apply hv
    funext i
    -- both `v` and `-v` are nonnegative
    have h1 := minimum_principle hA (v := v) (fun k => by simp [h0]) i
    have h2 := minimum_principle hA (v := -v) (fun k => by simp [Matrix.mulVec_neg, h0]) i
    exact le_antisymm (by simpa using h2) h1

/-- Comparison theorem for propagation: if `A` is strictly diagonally dominant, then `A` and
its comparison matrix are invertible, and every entry of the inverse of `A` is bounded in
modulus by the same entry of the inverse of the comparison matrix. -/
theorem norm_inv_le_comparison_inv {A : Matrix n n ℂ} (hA : IsDominant A) :
    IsUnit A ∧ IsUnit (comparison A) ∧
      ∀ i j, ‖A⁻¹ i j‖ ≤ (comparison A)⁻¹ i j := by
  obtain ⟨hU, hM⟩ := isUnit_of_dominant hA
  refine ⟨hU, hM, fun i j => ?_⟩
  -- column `j` of each inverse is the response to a unit source at site `j`
  refine response_bound hA (x := fun k => A⁻¹ k j) (y := fun k => (comparison A)⁻¹ k j)
    (fun k => ?_) i
  have h1 : (A *ᵥ fun k => A⁻¹ k j) k = (1 : Matrix n n ℂ) k j :=
    congrFun (congrFun (Matrix.mul_nonsing_inv A
      ((Matrix.isUnit_iff_isUnit_det _).mp hU)) k) j
  have h2 : (comparison A *ᵥ fun k => (comparison A)⁻¹ k j) k = (1 : Matrix n n ℝ) k j :=
    congrFun (congrFun (Matrix.mul_nonsing_inv (comparison A)
      ((Matrix.isUnit_iff_isUnit_det _).mp hM)) k) j
  rw [h1, h2, Matrix.one_apply, Matrix.one_apply]
  split_ifs <;> simp

/-- If in every row the diagonal modulus exceeds the total hopping strength by at least
`δ > 0`, then the moduli in each row of the inverse sum to at most `1 / δ`. -/
theorem row_sum_inv_le {A : Matrix n n ℂ} {δ : ℝ} (hδ : 0 < δ)
    (hgap : ∀ i, offDiagSum A i + δ ≤ ‖A i i‖) (i : n) :
    ∑ j, ‖A⁻¹ i j‖ ≤ 1 / δ := by
  have hA : IsDominant A := fun k => by linarith [hgap k]
  obtain ⟨-, hM, hle⟩ := norm_inv_le_comparison_inv hA
  have key : ∀ c : ℝ, 0 ≤ c → δ * c = 1 → ∑ j, ‖A⁻¹ i j‖ ≤ c := by
    intro c hc0 hc
    -- compare the response to a uniform unit source with the constant vector `c`
    have h := minimum_principle hA
      (v := (fun _ => c) - (comparison A)⁻¹ *ᵥ (fun _ => 1)) (fun k => by
        rw [Matrix.mulVec_sub, Matrix.mulVec_mulVec, Matrix.mul_nonsing_inv _
          ((Matrix.isUnit_iff_isUnit_det _).mp hM), Matrix.one_mulVec, Pi.sub_apply,
          comparison_mulVec, ← Finset.sum_mul]
        have hk := mul_le_mul_of_nonneg_right (hgap k) hc0
        rw [offDiagSum, add_mul, hc] at hk
        linarith) i
    have hrow : ((comparison A)⁻¹ *ᵥ (fun _ => (1 : ℝ))) i = ∑ j, (comparison A)⁻¹ i j := by
      simp [Matrix.mulVec, dotProduct]
    rw [Pi.sub_apply, hrow] at h
    have hsum := Finset.sum_le_sum fun j (_ : j ∈ Finset.univ) => hle i j
    linarith
  exact key (1 / δ) (by positivity) (mul_one_div_cancel hδ.ne')

/-- Sharpness: for a strictly diagonally dominant `A`, the comparison matrix read as a complex
matrix is its own comparison matrix, and it attains the propagation bound in every entry. -/
theorem comparison_attains_bound {A : Matrix n n ℂ} (hA : IsDominant A) :
    comparison ((comparison A).map Complex.ofReal) = comparison A ∧
      ∀ i j, ‖((comparison A).map Complex.ofReal)⁻¹ i j‖ = (comparison A)⁻¹ i j := by
  obtain ⟨-, hM, hle⟩ := norm_inv_le_comparison_inv hA
  constructor
  · ext k l
    by_cases h : k = l
    · subst h
      simp [comparison]
    · simp [comparison, h]
  · intro i j
    -- inversion commutes with reading a real matrix as a complex one
    have hinv : ((comparison A).map Complex.ofReal)⁻¹
        = ((comparison A)⁻¹).map Complex.ofReal := by
      apply Matrix.inv_eq_right_inv
      ext k l
      have h := congrFun (congrFun (Matrix.mul_nonsing_inv (comparison A)
        ((Matrix.isUnit_iff_isUnit_det _).mp hM)) k) l
      rw [Matrix.mul_apply] at h
      have h' := congrArg Complex.ofReal h
      simp only [Complex.ofReal_sum, Complex.ofReal_mul] at h'
      rw [Matrix.mul_apply]
      simp only [Matrix.map_apply]
      rw [h', Matrix.one_apply, Matrix.one_apply]
      split_ifs <;> simp
    rw [hinv, Matrix.map_apply, Complex.norm_real,
      Real.norm_of_nonneg ((norm_nonneg _).trans (hle i j))]

end ComparisonMatrix
```

```lean
#print axioms ComparisonMatrix.row_sum_inv_le
-- 'ComparisonMatrix.row_sum_inv_le' depends on axioms: [propext, Classical.choice, Quot.sound]
#print axioms ComparisonMatrix.comparison_attains_bound
-- 'ComparisonMatrix.comparison_attains_bound' depends on axioms: [propext, Classical.choice, Quot.sound]
```

## Reading the proof

`comparison_mulVec` separates the diagonal term from the hopping sum. In `minimum_principle`, `Finset.exists_min_image` selects the site $k$, `hsum` compares the hopping sum with $R_kv_k$, and `nlinarith` combines the inequalities into the contradiction.

`comparison_mulVec_norm_le` is the triangle-inequality step: `h1` bounds the hopping sum and `h2` bounds the diagonal term. `response_bound` then applies the minimum principle to $y-|x|$.

In `isUnit_of_dominant`, a zero determinant yields a nonzero kernel vector through `Matrix.exists_mulVec_eq_zero_iff`, and `response_bound` (for $A$) or `minimum_principle` (for $M$) forces that vector to vanish. The main theorem feeds the columns of the inverses to `response_bound`; `h1` and `h2` identify their sources as columns of the identity, and `split_ifs` treats the entries 1 and 0.

In `row_sum_inv_le`, the auxiliary claim `key` describes $c$ by $\delta c=1$, which keeps division out of the inequalities until the last line. In `comparison_attains_bound`, `hinv` shows that inverting $M$ and reading it as a complex matrix can be done in either order; the main theorem supplies the nonnegativity needed to remove the modulus.
